# At frozen plane-wave coefficients, Hartree stress is a metric term minus a volume term

## Does an expanded crystal gain or lose Hartree energy?

Deform a crystal by \(1+t\eta\), with \(\eta\) a symmetric strain matrix and \(t\) its amplitude, and keep fixed the plane-wave coefficients of the density, taken as integrals over one cell. Up to a constant prefactor and the squared coefficient, the Hartree term of a reciprocal vector \(G\neq0\) then starts to change at the rate

\[
\frac{1}{|G|^2}\left(\frac{2\,G\cdot\eta G}{|G|^2}-\operatorname{tr}\eta\right).
\]

The first part makes sense to me: stretching the crystal shortens \(G\), so \(1/|G|^2\) grows. But then uniform expansion ought to raise the Hartree energy, although it moves the charges apart and they should repel less. Where does my picture go wrong?

## Shorter reciprocal vectors compete with a larger cell

The energy falls under uniform expansion. For \(\eta=1\) in three dimensions the bracket is \(2-3=-1\): the shorter \(G\) contributes \(+2\), and the larger cell contributes \(-3\). Your picture has only the first effect.

The volume enters through what is held fixed. Let \(N(G)\) be the integral of the density times \(e^{-iG\cdot r}\) over one cell. If the density deforms with the crystal and the electron number is conserved, \(N(G)\) does not change. These integrals are the frozen coefficients meant here; the usual Fourier coefficients of the density, \(N(G)\) divided by the current cell volume, do change when the volume does. In atomic units the Hartree energy per cell is

\[
E(t)=\frac{2\pi}{\Omega_0}\sum_{G\neq0}|N(G)|^2\,h_G(t),\qquad
h_G(t)=\frac{1}{\det(1+t\eta)\,|G(t)|^2},
\]

where \(\Omega_0\) is the unstrained cell volume and \(G(t)=(1+t\eta)^{-1}G\). The term \(G=0\) is left out because, in a neutral crystal, its divergence cancels against the ionic charge.

### Differentiating at finite strain

Write \(A(t)=1+t\eta\), \(R=A^{-1}\), \(g=RG\) and \(f=g\cdot g\), and let \(A(t)\) be invertible. For \(s\) near \(t\),

\[
R(s)-R(t)=R(s)\,[A(t)-A(s)]\,R(t)=-(s-t)\,R(s)\,\eta\,R(t).
\]

Dividing by \(s-t\) and letting \(s\to t\), with \(R\) continuous, gives \(R'=-R\eta R\). Hence

\[
g'=-R\eta g,\qquad f'=2\,g\cdot g'=-2\,g\cdot R\eta g .
\]

Also \(f>0\), since \(g=0\) would give \(G=Ag=0\).

For the volume, factor out the deformation already reached: \(A(s)=A(t)\,[1+(s-t)R(t)\eta]\). Since \(\det(1+xM)=1+x\operatorname{tr}M+O(x^2)\) for a fixed matrix \(M\),

\[
(\det A)'=\det A\;\operatorname{tr}(R\eta).
\]

The quotient rule for \(h=1/(f\det A)\) now gives

\[
h'=-h\left(\frac{(\det A)'}{\det A}+\frac{f'}{f}\right)
=h\left(\frac{2\,g\cdot R\eta g}{f}-\operatorname{tr}(R\eta)\right).
\]

At \(t=0\) we have \(R=1\), \(g=G\) and \(h=1/|G|^2\), which is the rate you quoted. A finite sum over \(G\) is differentiated term by term.

For uniform dilation no expansion is needed. In three dimensions \(\det A=(1+t)^3\) and \(f=|G|^2/(1+t)^2\), so \(h=1/((1+t)|G|^2)\). With frozen coefficients, the energy scales as the inverse of length, as expected for Coulomb repulsion.

### A uniaxial stretch in numbers

Take \(\eta=\operatorname{diag}(1,0,0)\) and \(G=(1,2,2)\). Then \(|G|^2=9\), \(G\cdot\eta G=1\) and \(\operatorname{tr}\eta=1\), so

\[
h'(0)=\frac{2/9-1}{9}=-\frac{7}{81}\approx-0.0864 .
\]

Directly, \(h(t)=1/\big((1+t)^{-1}+8(1+t)\big)\). This gives \(h(0)=0.111111\) and \(h(0.01)\approx0.110252\), a difference quotient of about \(-0.0859\).

For \(G=(3,0,0)\), of the same length, the rate is \((2-1)/9=+1/9\). The Hartree term of this wave does rise: its vector lies along the stretch, and the metric term wins.

### What the Lean theorems say

The main theorem, `hartree_stress`, takes any real square matrix `η` and any `G ≠ 0`. It states that \(|G|^2h(0)=1\) and that \(h\) is differentiable at zero strain with the derivative above. Shear is therefore included.

- The finite type `n` labels Cartesian components; it is not the density. The theorems hold in any dimension, except `hartree_dilation`, which uses `Fin 3`; but the factor \(1/|G|^2\) represents the \(1/r\) Coulomb interaction only in three dimensions.
- `deformation`, `recipMap` and `strainedG` are \(A\), \(R\) and \(g\). The function `metric` is the single number \(f=|G(t)|^2\), not the metric tensor of the lattice.
- `hartreeFactor` is \(h\), with the signed determinant as relative volume. This is the physical volume ratio while the determinant is positive, as it is near zero strain.
- `G ⬝ᵥ G` is \(|G|^2\), and `η *ᵥ G` is \(\eta G\).
- `hartreeEnergy` is the sum over a finite set `S` with zero removed, without the prefactor \(2\pi/\Omega_0\). The complex coefficients `N G` do not depend on `t`.

Symmetry of `η` is not assumed. For a deformation with a rotational part, reciprocal vectors transform with the inverse transpose, so `η` here should be read as the transpose of the displacement gradient. The rate at zero strain is the same for both.

The word "stress" in the theorem names means an energy derivative along one strain direction. The usual stress also carries a division by the cell volume.

In a plane-wave density functional code with norm-conserving pseudopotentials, `hartreeEnergy_stress` corresponds to the Hartree contribution to the stress, for finitely many waves with frozen coefficients. Ultrasoft pseudopotentials and the projector augmented-wave method add augmentation charges that do not simply deform with the crystal, and these bring further terms. The step left to physics is the freezing itself: in an actual crystal the coefficients relax under strain, and it is the stationarity of the total energy, not of its Hartree part, that lets their first-order change be ignored in the total stress.

```lean
import Mathlib

open Matrix Topology Filter

namespace HartreeStrain

noncomputable section

variable {n : Type*} [Fintype n]

/-- Product rule for the scalar product of two vectors that depend on a parameter. -/
theorem hasDerivAt_dot {u v : ℝ → n → ℝ} {u' v' : n → ℝ} {t : ℝ}
    (hu : ∀ i, HasDerivAt (fun s => u s i) (u' i) t)
    (hv : ∀ i, HasDerivAt (fun s => v s i) (v' i) t) :
    HasDerivAt (fun s => u s ⬝ᵥ v s) (u' ⬝ᵥ v t + u t ⬝ᵥ v') t := by
  simp only [dotProduct]
  rw [← Finset.sum_add_distrib]
  exact HasDerivAt.fun_sum fun i _ => (hu i).fun_mul (hv i)

variable [DecidableEq n] (η : Matrix n n ℝ) (G : n → ℝ)

/-- The deformation `1 + t η` of the crystal at strain amplitude `t`. -/
def deformation (t : ℝ) : Matrix n n ℝ := 1 + t • η

/-- The map `(1 + t η)⁻¹` of reciprocal vectors, for invertible `1 + t η`. -/
def recipMap (t : ℝ) : Matrix n n ℝ := (deformation η t)⁻¹

/-- The strained reciprocal vector `(1 + t η)⁻¹ G`, for invertible `1 + t η`. -/
def strainedG (t : ℝ) : n → ℝ := recipMap η t *ᵥ G

/-- The squared length of the strained reciprocal vector, for invertible `1 + t η`. -/
def metric (t : ℝ) : ℝ := strainedG η G t ⬝ᵥ strainedG η G t

/-- The Hartree factor `1/(det (1 + t η) |G(t)|²)`, for invertible `1 + t η` and `G ≠ 0`. -/
def hartreeFactor (t : ℝ) : ℝ := 1 / ((deformation η t).det * metric η G t)

/-- At an invertible deformation, the map `R = (1 + t η)⁻¹` has strain derivative `-R η R`. -/
theorem recipMap_hasDerivAt {t : ℝ} (ht : (deformation η t).det ≠ 0) (i j : n) :
    HasDerivAt (fun s => recipMap η s i j)
      (-((recipMap η t * (η * recipMap η t)) i j)) t := by
  have hc : Continuous (deformation η) := by
    change Continuous (fun s : ℝ => (1 : Matrix n n ℝ) + s • η)
    exact continuous_const.add (continuous_id.smul continuous_const)
  have hev : ∀ᶠ s in 𝓝 t, (deformation η s).det ≠ 0 :=
    hc.matrix_det.continuousAt.eventually_ne ht
  -- the inverse is continuous, being adjugate over determinant
  have hRc : ∀ k, ContinuousAt (fun s => recipMap η s i k) t := by
    intro k
    have h1 : (fun s => recipMap η s i k) =
        fun s => ((deformation η s).det)⁻¹ * (deformation η s).adjugate i k := by
      funext s
      simp [recipMap, Matrix.inv_def, Ring.inverse_eq_inv']
    rw [h1]
    exact (hc.matrix_det.continuousAt.inv₀ ht).mul
      (hc.matrix_adjugate.matrix_elem i k).continuousAt
  rw [hasDerivAt_iff_tendsto_slope, Matrix.mul_apply]
  have hlim : Tendsto (fun s => -(∑ k, recipMap η s i k * (η * recipMap η t) k j)) (𝓝 t)
      (𝓝 (-(∑ k, recipMap η t i k * (η * recipMap η t) k j))) :=
    (tendsto_finsetSum _ fun k _ => (hRc k).tendsto.mul_const _).neg
  refine (hlim.mono_left nhdsWithin_le_nhds).congr' ?_
  filter_upwards [nhdsWithin_le_nhds hev, self_mem_nhdsWithin] with s hs hst
  -- resolvent identity
  have key : recipMap η s - recipMap η t =
      (t - s) • (recipMap η s * (η * recipMap η t)) := by
    have e : deformation η t - deformation η s = (t - s) • η := by
      simp only [deformation]
      module
    rw [← Matrix.mul_assoc, ← Matrix.smul_mul, ← Matrix.mul_smul, ← e, mul_sub, sub_mul,
      mul_assoc]
    simp only [recipMap]
    rw [Matrix.mul_nonsing_inv _ ht.isUnit, mul_one, Matrix.nonsing_inv_mul _ hs.isUnit,
      one_mul]
  have kij := congrFun (congrFun key i) j
  rw [Matrix.sub_apply, Matrix.smul_apply, smul_eq_mul, Matrix.mul_apply] at kij
  have hne : s - t ≠ 0 := sub_ne_zero.mpr hst
  rw [slope_def_field, kij, eq_div_iff hne]
  ring

/-- Jacobi's formula: at an invertible deformation the relative volume `det (1 + t η)` changes
at the rate `det (1 + t η) tr ((1 + t η)⁻¹ η)`. -/
theorem det_hasDerivAt {t : ℝ} (ht : (deformation η t).det ≠ 0) :
    HasDerivAt (fun s => (deformation η s).det)
      ((deformation η t).det * (recipMap η t * η).trace) t := by
  obtain ⟨p, hp⟩ : ∃ p : Polynomial ℝ, ∀ r : ℝ, (1 + r • (recipMap η t * η)).det =
      1 + (recipMap η t * η).trace * r + p.eval r * r ^ 2 :=
    ⟨_, fun r => Matrix.det_one_add_smul r _⟩
  -- factor out the deformation already reached
  have hdet : ∀ s, (deformation η s).det = (deformation η t).det *
      (1 + (recipMap η t * η).trace * (s - t) + p.eval (s - t) * (s - t) ^ 2) := by
    intro s
    rw [← hp, ← Matrix.det_mul, mul_add, mul_one, Matrix.mul_smul, ← mul_assoc, recipMap,
      Matrix.mul_nonsing_inv _ ht.isUnit, one_mul]
    congr 1
    simp only [deformation]
    module
  have hx : HasDerivAt (fun s : ℝ => s - t) 1 t := (hasDerivAt_id' t).sub_const t
  have hs : Differentiable ℝ (fun s : ℝ => s - t) := by fun_prop
  have hps : Differentiable ℝ (fun s : ℝ => p.eval (s - t)) := by
    have h := p.differentiable.comp hs
    exact h
  have hpx := (hps t).hasDerivAt
  rw [funext hdet]
  refine ((((hx.const_mul _).const_add 1).fun_add
    (hpx.fun_mul (hx.fun_pow 2))).const_mul _).congr_deriv ?_
  simp

variable {G}

/-- For `G ≠ 0` and an invertible deformation the strained metric is positive, and its strain
derivative is `-2 ⟨G(t), (1 + t η)⁻¹ η G(t)⟩`. -/
theorem metric_hasDerivAt {t : ℝ} (ht : (deformation η t).det ≠ 0) (hG : G ≠ 0) :
    0 < metric η G t ∧ HasDerivAt (metric η G)
      (-2 * (strainedG η G t ⬝ᵥ (recipMap η t *ᵥ (η *ᵥ strainedG η G t)))) t := by
  have hne : strainedG η G t ≠ 0 := by
    intro h0
    apply hG
    calc G = (deformation η t * recipMap η t) *ᵥ G := by
          rw [recipMap, Matrix.mul_nonsing_inv _ ht.isUnit, Matrix.one_mulVec]
      _ = deformation η t *ᵥ strainedG η G t := by rw [strainedG, Matrix.mulVec_mulVec]
      _ = 0 := by rw [h0, Matrix.mulVec_zero]
  have hg : ∀ i, HasDerivAt (fun s => strainedG η G s i)
      ((-(recipMap η t *ᵥ (η *ᵥ strainedG η G t))) i) t := fun i => by
    refine (hasDerivAt_dot (u := fun s j => recipMap η s i j)
      (u' := fun j => -((recipMap η t * (η * recipMap η t)) i j)) (v := fun _ => G) (v' := 0)
      (fun j => recipMap_hasDerivAt η ht i j)
      (fun j => hasDerivAt_const t (G j))).congr_deriv ?_
    have e : recipMap η t *ᵥ (η *ᵥ strainedG η G t) =
        (recipMap η t * (η * recipMap η t)) *ᵥ G := by
      simp only [strainedG, Matrix.mulVec_mulVec]
    rw [e, dotProduct_zero, add_zero, Pi.neg_apply]
    simp only [Matrix.mulVec, dotProduct, neg_mul, Finset.sum_neg_distrib]
  refine ⟨lt_of_le_of_ne (Finset.sum_nonneg fun i _ => mul_self_nonneg _)
    fun h => hne (dotProduct_self_eq_zero.mp h.symm), ?_⟩
  refine (hasDerivAt_dot (u := strainedG η G) (v := strainedG η G) hg hg).congr_deriv ?_
  rw [dotProduct_comm (-_) _, dotProduct_neg]
  ring

/-- For `G ≠ 0` and an invertible deformation the Hartree factor is nonzero, and its strain
derivative is the factor times a metric term minus a volume term. -/
theorem hartreeFactor_hasDerivAt {t : ℝ} (ht : (deformation η t).det ≠ 0) (hG : G ≠ 0) :
    hartreeFactor η G t ≠ 0 ∧ HasDerivAt (hartreeFactor η G) (hartreeFactor η G t *
      (2 * (strainedG η G t ⬝ᵥ (recipMap η t *ᵥ (η *ᵥ strainedG η G t))) / metric η G t
        - (recipMap η t * η).trace)) t := by
  obtain ⟨hp, hf⟩ := metric_hasDerivAt η ht hG
  have hp' := hp.ne'
  refine ⟨one_div_ne_zero (mul_ne_zero ht hp'), ?_⟩
  refine ((hasDerivAt_const t (1 : ℝ)).fun_div ((det_hasDerivAt η ht).fun_mul hf)
    (mul_ne_zero ht hp')).congr_deriv ?_
  simp only [hartreeFactor]
  field_simp
  ring

/-- Hartree stress of one plane wave `G ≠ 0`: the factor equals `1/|G|²` without strain, and
its first strain derivative there is `(2⟨G, η G⟩/|G|² - tr η)/|G|²`. -/
theorem hartree_stress (hG : G ≠ 0) :
    (G ⬝ᵥ G) * hartreeFactor η G 0 = 1 ∧ HasDerivAt (hartreeFactor η G)
      ((2 * (G ⬝ᵥ (η *ᵥ G)) / (G ⬝ᵥ G) - η.trace) / (G ⬝ᵥ G)) 0 := by
  have hd : (deformation η 0).det ≠ 0 := by simp [deformation]
  have hR : recipMap η 0 = 1 := by simp [recipMap, deformation]
  have hGG : G ⬝ᵥ G ≠ 0 := fun h => hG (dotProduct_self_eq_zero.mp h)
  have h0 : hartreeFactor η G 0 = 1 / (G ⬝ᵥ G) := by
    simp [hartreeFactor, metric, strainedG, hR, deformation]
  refine ⟨by rw [h0, mul_one_div_cancel hGG],
    (hartreeFactor_hasDerivAt η hd hG).2.congr_deriv ?_⟩
  rw [h0]
  simp only [metric, strainedG, hR, Matrix.one_mulVec, one_mul]
  ring

/-- Hartree energy, up to a constant prefactor, of a density with frozen plane-wave coefficients
`N G`, taken as integrals over one cell, on a finite set of reciprocal vectors, with the `G = 0`
term left out; `1 + t η` is taken invertible. -/
def hartreeEnergy (S : Finset (n → ℝ)) (N : (n → ℝ) → ℂ) (t : ℝ) : ℝ :=
  ∑ G ∈ S.erase 0, ‖N G‖ ^ 2 * hartreeFactor η G t

/-- The first strain derivative of the Hartree energy at zero strain, with frozen plane-wave
coefficients, is the weighted sum of the plane-wave stresses. -/
theorem hartreeEnergy_stress (S : Finset (n → ℝ)) (N : (n → ℝ) → ℂ) :
    HasDerivAt (hartreeEnergy η S N) (∑ G ∈ S.erase 0, ‖N G‖ ^ 2 *
      ((2 * (G ⬝ᵥ (η *ᵥ G)) / (G ⬝ᵥ G) - η.trace) / (G ⬝ᵥ G))) 0 :=
  HasDerivAt.fun_sum fun _ hG =>
    (hartree_stress η (Finset.ne_of_mem_erase hG)).2.const_mul _

/-- Under uniform dilation by `1 + t ≠ 0` in three dimensions, the Hartree factor of a plane
wave `G ≠ 0` is exactly `1/((1 + t)|G|²)`. -/
theorem hartree_dilation {G : Fin 3 → ℝ} (hG : G ≠ 0) {t : ℝ} (ht : 1 + t ≠ 0) :
    (1 + t) * (G ⬝ᵥ G) * hartreeFactor 1 G t = 1 := by
  have hGG : G ⬝ᵥ G ≠ 0 := fun h => hG (dotProduct_self_eq_zero.mp h)
  have hA : deformation (1 : Matrix (Fin 3) (Fin 3) ℝ) t = (1 + t) • 1 := by
    simp only [deformation]
    module
  have hR : recipMap (1 : Matrix (Fin 3) (Fin 3) ℝ) t = (1 + t)⁻¹ • 1 := by
    rw [recipMap, hA]
    exact Matrix.inv_eq_right_inv (by
      rw [Matrix.smul_mul, one_mul, smul_smul, mul_inv_cancel₀ ht, one_smul])
  simp only [hartreeFactor, metric, strainedG, hR, hA, Matrix.det_smul, Matrix.det_one,
    Fintype.card_fin, Matrix.smul_mulVec, Matrix.one_mulVec, smul_dotProduct,
    dotProduct_smul, smul_eq_mul, mul_one]
  field_simp

end

end HartreeStrain
```

```lean
#print axioms HartreeStrain.hartreeEnergy_stress
#print axioms HartreeStrain.hartree_dilation
```

```
'HartreeStrain.hartreeEnergy_stress' depends on axioms: [propext, Classical.choice, Quot.sound]
'HartreeStrain.hartree_dilation' depends on axioms: [propext, Classical.choice, Quot.sound]
```

### From the resolvent identity to the stress in Lean

`hasDerivAt_dot` is the product rule for a scalar product, obtained by differentiating each component and summing.

`recipMap_hasDerivAt` proves \(R'=-R\eta R\) entry by entry. Continuity of \(R\) comes from writing the inverse as adjugate over determinant. The determinant stays nonzero near \(t\), so the resolvent identity, called `key`, holds there. It turns the difference quotient into an expression whose limit is already known, and `hasDerivAt_iff_tendsto_slope` turns that limit into a derivative.

`det_hasDerivAt` follows the factorisation of \(A(s)\). Mathlib's `Matrix.det_one_add_smul` supplies the expansion of \(\det(1+xM)\) with its remainder written exactly as a polynomial times \(x^2\). The derivative of that remainder vanishes at \(x=s-t=0\), which leaves the trace.

`metric_hasDerivAt` first shows \(g\neq0\) by recovering \(G\) as \(Ag\), which gives \(f>0\). It then uses `hasDerivAt_dot` twice: once for each component of \(g=RG\), with \(G\) constant, and once for \(g\cdot g\).

`hartreeFactor_hasDerivAt` combines the volume and metric derivatives by the product and quotient rules. The positivity of \(f\) and the nonzero determinant justify the division, and `field_simp` and `ring` bring the result to the form of \(h'\) above. The lemma also records that \(h\neq0\).

`hartree_stress` sets \(t=0\), where `hR` says that \(R\) is the identity. `hartreeEnergy_stress` multiplies each such derivative by \(|N(G)|^2\) and sums; membership in `S.erase 0` provides the condition \(G\neq0\).

`hartree_dilation` uses no derivatives. It computes \(A=(1+t)1\) and its inverse, substitutes them into \(h\), and cancels the powers of \(1+t\). The result is stated as \((1+t)|G|^2h(t)=1\) for every \(t\neq-1\); expansion and compression of a crystal correspond to \(1+t>0\).
